# For a finite symmetry group, a subgroup is an exact stabiliser precisely when every subgroup strictly containing it fixes a smaller space

When a molecule or crystal distorts, it keeps some symmetry operations of the parent structure, and to ask which subgroups can survive we take a distortion to be a vector $v$ in a finite-dimensional real space $V$. The parent group $G$ is finite and acts on $V$ by linear maps $\rho(g)$. It may be a point group, or a space group modulo the translations of an invariant supercell.

For a subgroup $H$ of $G$, let $\mathrm{Fix}(H)$ be the space of vectors unchanged by all of $H$, and let $\mathrm{Stab}(v)$ be the group of all operations that leave $v$ unchanged. The chain subduction criterion says that $H=\mathrm{Stab}(v)$ for some $v$ if and only if $\dim\mathrm{Fix}(K)<\dim\mathrm{Fix}(H)$ for every subgroup $K$ strictly containing $H$.

## Generic distortions and character averages

Suppose $H=\mathrm{Stab}(v)$ and $K>H$. Then $\mathrm{Fix}(K)\subseteq\mathrm{Fix}(H)$. The vector $v$ lies in $\mathrm{Fix}(H)$ but not in $\mathrm{Fix}(K)$, since otherwise $K\le\mathrm{Stab}(v)=H$. The inclusion is proper, so the dimension drops.

The converse needs a vector of $\mathrm{Fix}(H)$ with no accidental symmetry. We first show that a real subspace $U$ contained in none of $W_1,\dots,W_n$ has a vector outside all of them. For $n=0$ take $0$. For the induction step, let $v\in U$ avoid the first $n-1$ subspaces. If $v\notin W_n$, we are done. Otherwise pick $w\in U$ outside $W_n$ and consider $w+tv$ with $t$ real.

- It is never in $W_n$, because $v\in W_n$ and $w\notin W_n$.
- It is in each earlier $W_i$ for at most one $t$: two values $t\ne r$ would give $(t-r)v\in W_i$, hence $v\in W_i$.

Finitely many $t$ are excluded, so a good one remains.

Apply this to $U=\mathrm{Fix}(H)$ and the spaces $\ker(\rho(g)-1)$ that do not contain $U$. The resulting $v\in U$ is generic: any $g$ that fixes $v$ fixes all of $U$. Put $S=\mathrm{Stab}(v)$. Then $H\le S$ and $\mathrm{Fix}(H)\subseteq\mathrm{Fix}(S)$. If $S\ne H$, the assumed dimension condition, applied to $K=S$, would give $\dim\mathrm{Fix}(S)<\dim\mathrm{Fix}(H)$, a contradiction.

The dimensions come from characters. Let $P=|H|^{-1}\sum_{h\in H}\rho(h)$. For $g\in H$, left multiplication permutes $H$, so $\rho(g)P=P$; and $Pv=v$ on $\mathrm{Fix}(H)$. Thus $P$ projects onto $\mathrm{Fix}(H)$, and
$$\dim\mathrm{Fix}(H)=\operatorname{tr}P=\frac1{|H|}\sum_{h\in H}\operatorname{tr}\rho(h).$$

Only minimal supergroups need checking. Any $K>H$ contains a minimal $L>H$, and $\dim\mathrm{Fix}(K)\le\dim\mathrm{Fix}(L)<\dim\mathrm{Fix}(H)$.

## Fixed spaces and stabilisers in Lean

```lean
import Mathlib

open Module

namespace ChainSubduction

variable {G V : Type*} [Group G] [AddCommGroup V] [Module ℝ V]
```

A `Representation ℝ G V` is a homomorphism from $G$ to the linear maps of $V$. The fixed space is a submodule:

```lean
/-- The space of distortions left unchanged by every operation of the subgroup `H`. -/
def fixedSpace (ρ : Representation ℝ G V) (H : Subgroup G) : Submodule ℝ V where
  carrier := {v | ∀ h ∈ H, ρ h v = v}
  add_mem' := by
    intro a b ha hb h hh
    rw [map_add, ha h hh, hb h hh]
  zero_mem' := fun h _ => map_zero (ρ h)
  smul_mem' := by
    intro c a ha h hh
    rw [map_smul, ha h hh]
```

The stabiliser, often called the isotropy group, is a subgroup:

```lean
/-- The exact symmetry group of a distortion `v`: all operations that leave `v` unchanged. -/
def stabiliser (ρ : Representation ℝ G V) (v : V) : Subgroup G where
  carrier := {g | ρ g v = v}
  one_mem' := by
    change ρ 1 v = v
    rw [map_one, Module.End.one_apply]
  mul_mem' := by
    intro a b ha hb
    have ha' : ρ a v = v := ha
    have hb' : ρ b v = v := hb
    change ρ (a * b) v = v
    rw [map_mul, Module.End.mul_apply, hb', ha']
  inv_mem' := by
    intro a ha
    have ha' : ρ a v = v := ha
    change ρ a⁻¹ v = v
    calc ρ a⁻¹ v = ρ a⁻¹ (ρ a v) := by rw [ha']
      _ = ρ (a⁻¹ * a) v := by rw [map_mul, Module.End.mul_apply]
      _ = v := by rw [inv_mul_cancel, map_one, Module.End.one_apply]
```

## Avoiding finitely many subspaces

The induction runs over the finite index set `s`. In the case `v ∈ W a`, `hfin` states that the excluded values of $t$ form a finite set, whose complement supplies `t`.

```lean
/-- A real subspace `U` that lies in none of finitely many subspaces contains a vector
outside all of them. -/
theorem exists_mem_avoiding {ι : Type*} (U : Submodule ℝ V) (W : ι → Submodule ℝ V)
    (s : Finset ι) (h : ∀ i ∈ s, ¬ U ≤ W i) : ∃ v ∈ U, ∀ i ∈ s, v ∉ W i := by
  classical
  induction s using Finset.induction_on with
  | empty => exact ⟨0, U.zero_mem, by simp⟩
  | insert a s ha ih =>
    obtain ⟨v, hvU, hv⟩ := ih (fun i hi => h i (Finset.mem_insert_of_mem hi))
    obtain ⟨w, hwU, hw⟩ := SetLike.not_le_iff_exists.mp (h a (Finset.mem_insert_self a s))
    by_cases hva : v ∈ W a
    · -- the line `w + t v` meets each earlier subspace at most once
      have hfin : (⋃ i ∈ (s : Set ι), {t : ℝ | w + t • v ∈ W i}).Finite := by
        refine s.finite_toSet.biUnion ?_
        intro i hi
        apply Set.Subsingleton.finite
        intro t ht r hr
        by_contra hne
        have ht' : w + t • v ∈ W i := ht
        have hr' : w + r • v ∈ W i := hr
        have hd : (t - r) • v ∈ W i := by
          have e : (t - r) • v = (w + t • v) - (w + r • v) := by module
          rw [e]
          exact (W i).sub_mem ht' hr'
        exact hv i (Finset.mem_coe.mp hi)
          (((W i).smul_mem_iff (sub_ne_zero.mpr hne)).mp hd)
      obtain ⟨t, ht⟩ := hfin.infinite_compl.nonempty
      refine ⟨w + t • v, U.add_mem hwU (U.smul_mem t hvU), ?_⟩
      intro i hi hmem
      rcases Finset.mem_insert.mp hi with hia | his
      · rw [hia] at hmem
        exact hw (((W a).add_mem_iff_left ((W a).smul_mem t hva)).mp hmem)
      · exact ht (Set.mem_iUnion₂.mpr ⟨i, Finset.mem_coe.mpr his, hmem⟩)
    · refine ⟨v, hvU, ?_⟩
      intro i hi
      rcases Finset.mem_insert.mp hi with hia | his
      · rw [hia]
        exact hva
      · exact hv i his
```

Here the subspaces are the kernels of `ρ g - LinearMap.id`, filtered to those that do not contain the fixed space.

```lean
/-- For a finite group, the fixed space of `H` contains a generic distortion: every operation
that preserves it preserves all distortions in that space. -/
theorem exists_generic_distortion [Finite G] (ρ : Representation ℝ G V) (H : Subgroup G) :
    ∃ v ∈ fixedSpace ρ H, ∀ w ∈ fixedSpace ρ H, stabiliser ρ v ≤ stabiliser ρ w := by
  classical
  cases nonempty_fintype G
  have hk : ∀ (g : G) (v : V), v ∈ LinearMap.ker (ρ g - LinearMap.id) ↔ ρ g v = v := by
    intro g v
    rw [LinearMap.mem_ker, LinearMap.sub_apply, LinearMap.id_apply, sub_eq_zero]
  -- avoid the fixed space of each operation that does not fix all of `fixedSpace ρ H`
  obtain ⟨v, hv, hav⟩ := exists_mem_avoiding (fixedSpace ρ H)
    (fun g : G => LinearMap.ker (ρ g - LinearMap.id))
    (Finset.univ.filter fun g => ¬ fixedSpace ρ H ≤ LinearMap.ker (ρ g - LinearMap.id))
    (fun g hg => (Finset.mem_filter.mp hg).2)
  refine ⟨v, hv, fun w hw g hg => ?_⟩
  by_contra hgw
  refine hav g (Finset.mem_filter.mpr ⟨Finset.mem_univ g, fun hle => ?_⟩) ((hk g v).mpr hg)
  exact hgw ((hk g w).mp (hle hw))
```

## The criterion

`H < K` means strict inclusion, and `finrank` is the dimension. The two bullets are the two directions derived above.

```lean
/-- Chain subduction criterion: for a finite group acting on a finite-dimensional real space,
`H` is the exact stabiliser of some distortion if and only if every subgroup strictly
containing `H` has a fixed space of strictly smaller dimension. -/
theorem chain_subduction_criterion [Finite G] [FiniteDimensional ℝ V]
    (ρ : Representation ℝ G V) (H : Subgroup G) :
    (∃ v, stabiliser ρ v = H) ↔
      ∀ K, H < K → finrank ℝ (fixedSpace ρ K) < finrank ℝ (fixedSpace ρ H) := by
  constructor
  · rintro ⟨v, rfl⟩ K hK
    apply Submodule.finrank_lt_finrank_of_lt
    refine lt_of_le_of_ne (fun w hw h hh => hw h (hK.le hh)) (fun heq => ?_)
    -- equal fixed spaces would make `K` preserve `v`
    have hv : v ∈ fixedSpace ρ (stabiliser ρ v) := fun h hh => hh
    rw [← heq] at hv
    exact not_le_of_gt hK (fun k hk => hv k hk)
  · intro hdim
    obtain ⟨v, hv, hgen⟩ := exists_generic_distortion ρ H
    refine ⟨v, ?_⟩
    by_contra hne
    have hle : H ≤ stabiliser ρ v := fun h hh => hv h hh
    have hlt := hdim _ (lt_of_le_of_ne hle (Ne.symm hne))
    have hsub : fixedSpace ρ H ≤ fixedSpace ρ (stabiliser ρ v) :=
      fun w hw g hg => hgen w hw hg
    exact not_le_of_gt hlt (Submodule.finrank_mono hsub)
```

In a search for low-symmetry phases, this lists the candidate symmetries for a finite group and a finite-dimensional distortion space. Rigid translations and rotations should be left out of that space, since they move the structure without distorting it. The stabiliser counts only operations of the parent group; a special distortion can give the structure others as well, as when a tetragonal lattice is stretched until it is cubic. Whether the energy has a minimum at a given distortion is a separate question.

## The test by characters

`symmetriser` is $P$. `subductionFrequency` is the averaged character, that is, the multiplicity of the trivial representation of $H$ in $V$; it is defined without reference to the fixed space.

```lean
open scoped Classical in
/-- The average of the operations of `H`, as a linear map on distortions. -/
noncomputable def symmetriser [Fintype G] (ρ : Representation ℝ G V) (H : Subgroup G) :
    V →ₗ[ℝ] V :=
  (Nat.card H : ℝ)⁻¹ • ∑ h : H, ρ (h : G)

open scoped Classical in
/-- The subduction frequency of `H`: the character of the representation averaged over `H`. -/
noncomputable def subductionFrequency [Fintype G] (ρ : Representation ℝ G V)
    (H : Subgroup G) : ℝ :=
  (Nat.card H : ℝ)⁻¹ * ∑ h : H, LinearMap.trace ℝ V (ρ (h : G))
```

The two parts of the next proof are $\rho(g)P=P$ and $Pv=v$.

```lean
open scoped Classical in
/-- Averaging over a subgroup `H` of a finite group projects onto the fixed space of `H`. -/
theorem symmetriser_isProj [Fintype G] (ρ : Representation ℝ G V) (H : Subgroup G) :
    LinearMap.IsProj (fixedSpace ρ H) (symmetriser ρ H) := by
  have happ : ∀ v, symmetriser ρ H v = (Nat.card H : ℝ)⁻¹ • ∑ h : H, ρ (h : G) v := by
    intro v
    rw [symmetriser, LinearMap.smul_apply, LinearMap.sum_apply]
  constructor
  · intro v
    change ∀ g ∈ H, ρ g (symmetriser ρ H v) = symmetriser ρ H v
    intro g hg
    rw [happ, map_smul, map_sum]
    congr 1
    -- left multiplication by `g` permutes `H`
    exact Fintype.sum_equiv (Equiv.mulLeft (⟨g, hg⟩ : H)) _ _ (fun h => by simp [map_mul])
  · intro v hv
    have hv' : ∀ h ∈ H, ρ h v = v := hv
    have hc : (Nat.card H : ℝ) ≠ 0 := Nat.cast_ne_zero.mpr Nat.card_pos.ne'
    rw [happ, Finset.sum_congr rfl (fun (h : H) _ => hv' h h.2), Finset.sum_const,
      Finset.card_univ, ← Nat.card_eq_fintype_card, ← Nat.cast_smul_eq_nsmul ℝ, smul_smul,
      inv_mul_cancel₀ hc, one_smul]
```

Taking the trace of the projection gives the dimension.

```lean
/-- For a finite group acting on a finite-dimensional real space, the subduction frequency
of `H` is the dimension of its fixed space. -/
theorem subductionFrequency_eq_finrank [Fintype G] [FiniteDimensional ℝ V]
    (ρ : Representation ℝ G V) (H : Subgroup G) :
    subductionFrequency ρ H = finrank ℝ (fixedSpace ρ H) := by
  rw [← (symmetriser_isProj ρ H).trace, symmetriser, map_smul, map_sum, smul_eq_mul,
    subductionFrequency]
```

`H ⋖ K` says that $K$ is a minimal proper supergroup of $H$; `exists_covBy_le_of_lt` supplies the intermediate $L$.

```lean
/-- Character test: for a finite group acting on a finite-dimensional real space, `H` is an
exact stabiliser if and only if the subduction frequency drops from `H` to each of its
minimal proper supergroups. -/
theorem character_criterion [Fintype G] [FiniteDimensional ℝ V]
    (ρ : Representation ℝ G V) (H : Subgroup G) :
    (∃ v, stabiliser ρ v = H) ↔
      ∀ K, H ⋖ K → subductionFrequency ρ K < subductionFrequency ρ H := by
  simp only [subductionFrequency_eq_finrank, Nat.cast_lt]
  rw [chain_subduction_criterion]
  constructor
  · exact fun h K hK => h K hK.lt
  · intro h K hK
    -- a minimal supergroup lies between `H` and `K`
    obtain ⟨L, hL, hLK⟩ := exists_covBy_le_of_lt hK
    have hsub : fixedSpace ρ K ≤ fixedSpace ρ L := fun w hw g hg => hw g (hLK hg)
    exact lt_of_le_of_lt (Submodule.finrank_mono hsub) (h L hL)
```

## Three equivalent bonds

Permutations act on bond-length changes by $(\rho(g)v)_i=v_{g^{-1}(i)}$, with bonds numbered $0,1,2$.

```lean
/-- Permutations of three equivalent bonds acting on the three bond-length changes. -/
def bondRep : Representation ℝ (Equiv.Perm (Fin 3)) (Fin 3 → ℝ) where
  toFun g := LinearMap.funLeft ℝ ℝ (⇑(g⁻¹))
  map_one' := LinearMap.ext fun _ => funext fun _ => rfl
  map_mul' _ _ := LinearMap.ext fun _ => funext fun _ => rfl
```

The character averages are $(3+0+0)/3=1$ for the cyclic rotations (the identity and the two three-cycles) and $(3+3\cdot1+2\cdot0)/6=1$ for the group of all six permutations, so the frequency does not drop. The Lean proof argues directly: a three-cycle forces $v_0=v_1=v_2$, so the swap of bonds $0$ and $1$ also preserves $v$, yet it is odd.

```lean
/-- No set of changes of three equivalent bond lengths has exactly the cyclic rotations
(the even permutations) as its stabiliser. -/
theorem rotations_not_stabiliser :
    ¬ ∃ v, stabiliser bondRep v = alternatingGroup (Fin 3) := by
  rintro ⟨v, hv⟩
  have hc : (Equiv.swap 0 1 * Equiv.swap 1 2 : Equiv.Perm (Fin 3)) ∈ stabiliser bondRep v := by
    rw [hv, Equiv.Perm.mem_alternatingGroup]
    decide
  -- invariance under the three-cycle makes all bonds equal
  have h0 : v 2 = v 0 := congrFun hc 0
  have h1 : v 0 = v 1 := congrFun hc 1
  have hs : (Equiv.swap 0 1 : Equiv.Perm (Fin 3)) ∈ stabiliser bondRep v := by
    change bondRep (Equiv.swap 0 1) v = v
    funext i
    fin_cases i
    · exact h1.symm
    · exact h1
    · rfl
  rw [hv, Equiv.Perm.mem_alternatingGroup] at hs
  exact absurd hs (by decide)

end ChainSubduction
```

```lean
#print axioms ChainSubduction.chain_subduction_criterion
-- 'ChainSubduction.chain_subduction_criterion' depends on axioms: [propext, Classical.choice, Quot.sound]
#print axioms ChainSubduction.character_criterion
-- 'ChainSubduction.character_criterion' depends on axioms: [propext, Classical.choice, Quot.sound]
#print axioms ChainSubduction.rotations_not_stabiliser
-- 'ChainSubduction.rotations_not_stabiliser' depends on axioms: [propext, Classical.choice, Quot.sound]
```
